# For a continuously differentiable density, the real part of the η-broadened integral tends to the folded principal value

The real part of a retarded Green's function contains an integral of a spectral density across a pole, and an ordinary integral of $f(x)/x$ through $x=0$ diverges when $f(0)\neq 0$. The first choice is therefore which finite quantity should stand for the principal value. Here it is the folded integral

$$\int_0^R \frac{f(x)-f(-x)}{x}\,dx ,$$

in which the points $x$ and $-x$ are paired before integrating, so that the divergent parts cancel.

In Lehmann form with a continuous spectral density $A$, the Green's function is $G(\omega+i\eta)=\int A(\omega')/(\omega-\omega'+i\eta)\,d\omega'$, where $\eta>0$ is the broadening. With $x=\omega-\omega'$ and $f(x)=A(\omega-x)$, the pole sits at $x=0$. The integral is taken over a finite window $[-R,R]$, and $f$ is real with a continuous derivative. A system with finitely many states has discrete delta peaks instead, and the passage from these to a smooth density is assumed.

## The broadened and the folded integral

```lean
import Mathlib

open MeasureTheory Filter Topology

namespace PrincipalValueLimit

noncomputable section

/-- The integral of `x f(x) / (x² + η²)` over `[-R, R]`, for a broadening `η ≠ 0`. -/
def regularized (f : ℝ → ℝ) (R η : ℝ) : ℝ :=
  ∫ x in (-R)..R, x * f x / (x ^ 2 + η ^ 2)
```

Read `f : ℝ → ℝ` as "$f$ is a real function of a real variable". The definition is

$$\texttt{regularized}\ f\ R\ \eta=\int_{-R}^{R}\frac{x f(x)}{x^2+\eta^2}\,dx .$$

The factor $x/(x^2+\eta^2)$ is the real part of $1/(x+i\eta)$. It replaces $1/x$ by something finite at the origin.

```lean
/-- The folded integral of `(f(x) - f(-x)) / x` over `0 < x ≤ R`. -/
def principalValue (f : ℝ → ℝ) (R : ℝ) : ℝ :=
  ∫ x in (0 : ℝ)..R, (f x - f (-x)) / x
```

This is the folded integral from the opening. Textbooks usually define the principal value by cutting out a symmetric gap around the pole, so the name `principalValue` is used here for a different expression; the two are compared at the end.

```lean
/-- The difference `f(x) - f(-x)` is at most `2 L x` in size for `0 < x ≤ R`. -/
def OddSlopeBound (f : ℝ → ℝ) (R L : ℝ) : Prop :=
  ∀ x ∈ Set.Ioc 0 R, |f x - f (-x)| ≤ 2 * L * x
```

`Set.Ioc 0 R` is the interval $(0,R]$, open on the left and closed on the right. The condition says $|f(x)-f(-x)|\le 2Lx$ there. Physically, it limits how fast the density can become asymmetric about the pole. The letter $L$ is a slope, not a system size.

## Why the folded integrand is harmless

```lean
/-- For continuously differentiable `f` and any real `R`, some `L ≥ 0` satisfies
`|f(x) - f(-x)| ≤ 2 L x` for all `0 < x ≤ R`. -/
theorem exists_oddSlopeBound {f : ℝ → ℝ} (hf : ContDiff ℝ 1 f) (R : ℝ) :
    ∃ L, 0 ≤ L ∧ OddSlopeBound f R L := by
  have hd : Differentiable ℝ f := hf.differentiable (by simp)
  obtain ⟨C, hC⟩ := (isCompact_Icc (a := -R) (b := R)).exists_bound_of_continuousOn
    (hf.continuous_deriv (by simp)).continuousOn
  refine ⟨max C 0, le_max_right _ _, fun x hx => ?_⟩
  -- mean value inequality between -x and x
  have h := Convex.norm_image_sub_le_of_norm_deriv_le (fun y _ => hd y) hC
    (convex_Icc (-R) R) (x := -x) (y := x)
    ⟨by linarith [hx.2], by linarith [hx.1, hx.2]⟩ ⟨by linarith [hx.1, hx.2], hx.2⟩
  rw [Real.norm_eq_abs, Real.norm_eq_abs,
    abs_of_nonneg (show 0 ≤ x - -x by linarith [hx.1])] at h
  nlinarith [mul_le_mul_of_nonneg_right (le_max_left C 0) hx.1.le]
```

In a Lean theorem the hypotheses stand before the last colon and the claim after it. Here `hf : ContDiff ℝ 1 f` says that $f$ is continuously differentiable, and the claim is that some $L\ge 0$ satisfies the slope bound.

By hand: $f'$ is continuous on the closed interval $[-R,R]$, so $|f'|\le C$ there. For $0<x\le R$ the mean value inequality between $-x$ and $x$ gives

$$|f(x)-f(-x)|\le C\,(x-(-x))=2Cx .$$

Taking $L=\max(C,0)$ finishes the argument. The `obtain` line produces $C$, `Convex.norm_image_sub_le_of_norm_deriv_le` is the mean value inequality, and `nlinarith` passes from $C$ to $L$.

```lean
/-- For continuous `f` with a slope bound `L`, the quotient `(f(x) - f(-x)) / x` is bounded
by `2 L` and integrable on `(0, R]`. -/
theorem quotient_regular {f : ℝ → ℝ} {R L : ℝ} (hf : Continuous f) (hR : 0 ≤ R)
    (hL : OddSlopeBound f R L) :
    (∀ x ∈ Set.Ioc 0 R, ‖(f x - f (-x)) / x‖ ≤ 2 * L) ∧
      IntervalIntegrable (fun x => (f x - f (-x)) / x) volume 0 R := by
  have hb : ∀ x ∈ Set.Ioc 0 R, ‖(f x - f (-x)) / x‖ ≤ 2 * L := by
    intro x hx
    rw [Real.norm_eq_abs, abs_div, abs_of_pos hx.1, div_le_iff₀ hx.1]
    exact hL x hx
  have hm : Measurable fun x => (f x - f (-x)) / x :=
    (hf.measurable.sub (hf.comp continuous_neg).measurable).div measurable_id
  refine ⟨hb, ((continuous_const : Continuous fun _ : ℝ => 2 * L).intervalIntegrable
    0 R).mono_fun' hm.aestronglyMeasurable ?_⟩
  filter_upwards [ae_restrict_mem measurableSet_uIoc] with x hx
  rw [Set.uIoc_of_le hR] at hx
  exact hb x hx
```

Dividing the slope bound by $x>0$ gives $|(f(x)-f(-x))/x|\le 2L$. A measurable function bounded by a constant on a finite interval is integrable, so `principalValue` is a genuine integral. The symbol `∧` joins the two claims: the bound, called `hb` in the proof, and integrability, which follows by comparison with the constant $2L$.

## Folding the broadened integral

```lean
/-- For continuous `f` and `η > 0`, only the odd part of `f` contributes to the
regularized integral, which folds onto `[0, R]`. -/
theorem regularized_fold {f : ℝ → ℝ} (hf : Continuous f) (R : ℝ) {η : ℝ} (hη : 0 < η) :
    regularized f R η = ∫ x in (0 : ℝ)..R, x * (f x - f (-x)) / (x ^ 2 + η ^ 2) := by
  have hd : ∀ x : ℝ, x ^ 2 + η ^ 2 ≠ 0 := fun x => by positivity
  have hc : Continuous fun x : ℝ => x * f x / (x ^ 2 + η ^ 2) :=
    Continuous.div (by fun_prop) (by fun_prop) hd
  have hn : Continuous fun x : ℝ => -x * f (-x) / ((-x) ^ 2 + η ^ 2) :=
    hc.comp continuous_neg
  have h (g : ℝ → ℝ) : ∫ x in (0 : ℝ)..R, g (-x) = ∫ x in (-R)..0, g x := by
    have h0 := intervalIntegral.integral_comp_neg (a := 0) (b := R) g
    rwa [neg_zero] at h0
  calc regularized f R η
      = (∫ x in (-R)..0, x * f x / (x ^ 2 + η ^ 2))
          + ∫ x in (0 : ℝ)..R, x * f x / (x ^ 2 + η ^ 2) :=
        (intervalIntegral.integral_add_adjacent_intervals
          (hc.intervalIntegrable _ _) (hc.intervalIntegrable _ _)).symm
    _ = (∫ x in (0 : ℝ)..R, -x * f (-x) / ((-x) ^ 2 + η ^ 2))
          + ∫ x in (0 : ℝ)..R, x * f x / (x ^ 2 + η ^ 2) := by
        rw [← h (fun x => x * f x / (x ^ 2 + η ^ 2))]
    _ = _ := by
        rw [← intervalIntegral.integral_add (hn.intervalIntegrable _ _)
          (hc.intervalIntegrable _ _)]
        refine intervalIntegral.integral_congr fun x _ => ?_
        simp only [neg_sq]
        ring
```

Split the integral at zero and substitute $x\to -x$ in the left half:

$$\int_{-R}^{0}\frac{x f(x)}{x^2+\eta^2}\,dx=\int_0^R\frac{-x f(-x)}{x^2+\eta^2}\,dx .$$

Adding the right half gives

$$\int_{-R}^{R}\frac{x f(x)}{x^2+\eta^2}\,dx=\int_0^R\frac{x\,(f(x)-f(-x))}{x^2+\eta^2}\,dx .$$

The even part of $f$ has dropped out. The three steps of the `calc` block are the split, the reflection and the addition. Continuity of the integrands, recorded in `hc` and `hn`, permits splitting and adding the integrals.

## The error made by a finite broadening

```lean
/-- For continuous `f` with a slope bound, `R ≥ 0` and `η > 0`, the folded integral minus the
regularized one is the integral over `[0, R]` of the quotient `(f(x) - f(-x)) / x` times the
Lorentzian `η² / (x² + η²)`. -/
theorem error_formula {f : ℝ → ℝ} {R L η : ℝ} (hf : Continuous f) (hR : 0 ≤ R)
    (hη : 0 < η) (hL : OddSlopeBound f R L) :
    principalValue f R - regularized f R η =
      ∫ x in (0 : ℝ)..R, (f x - f (-x)) / x * (η ^ 2 / (x ^ 2 + η ^ 2)) := by
  have hd : ∀ x : ℝ, x ^ 2 + η ^ 2 ≠ 0 := fun x => by positivity
  have hc : Continuous fun x : ℝ => x * (f x - f (-x)) / (x ^ 2 + η ^ 2) :=
    Continuous.div (by fun_prop) (by fun_prop) hd
  unfold principalValue
  rw [regularized_fold hf R hη, ← intervalIntegral.integral_sub
    (quotient_regular hf hR hL).2 (hc.intervalIntegrable _ _)]
  refine intervalIntegral.integral_congr fun x _ => ?_
  rcases eq_or_ne x 0 with rfl | hx
  · simp
  · rw [div_sub_div _ _ hx (hd x), div_mul_div_comm]
    congr 1
    ring
```

Both integrals now run over $[0,R]$ and can be subtracted under one integral sign. For $x\neq0$,

$$\frac1x-\frac{x}{x^2+\eta^2}=\frac{\eta^2}{x\,(x^2+\eta^2)} .$$

Multiplying by $f(x)-f(-x)$ gives the exact error,

$$\int_0^R\frac{f(x)-f(-x)}{x}\,\frac{\eta^2}{x^2+\eta^2}\,dx .$$

The proof treats $x=0$ as a separate case, where both sides are zero because Lean sets division by zero to zero.

```lean
/-- For `η > 0` the Lorentzian `η² / (x² + η²)` integrates over `[0, R]` to
`η arctan(R/η)`. -/
theorem lorentzian_area (R : ℝ) {η : ℝ} (hη : 0 < η) :
    ∫ x in (0 : ℝ)..R, η ^ 2 / (x ^ 2 + η ^ 2) = η * Real.arctan (R / η) := by
  have hc : Continuous fun x : ℝ => η ^ 2 / (x ^ 2 + η ^ 2) :=
    Continuous.div (by fun_prop) (by fun_prop) (fun x => by positivity)
  have h : ∀ x ∈ Set.uIcc 0 R, HasDerivAt (fun y => η * Real.arctan (y / η))
      (η ^ 2 / (x ^ 2 + η ^ 2)) x := by
    intro x _
    refine ((((hasDerivAt_id x).div_const η).arctan).const_mul η).congr_deriv ?_
    change η * (1 / (1 + (x / η) ^ 2) * (1 / η)) = _
    have hx : x / η * η = x := div_mul_cancel₀ x hη.ne'
    generalize x / η = u at hx ⊢
    subst hx
    have e : (u * η) ^ 2 + η ^ 2 = η ^ 2 * (1 + u ^ 2) := by ring
    rw [e]
    field_simp
  rw [intervalIntegral.integral_eq_sub_of_hasDerivAt h (hc.intervalIntegrable _ _)]
  simp
```

The derivative of $\eta\arctan(x/\eta)$ is

$$\eta\cdot\frac{1}{1+x^2/\eta^2}\cdot\frac1\eta=\frac{\eta^2}{x^2+\eta^2},$$

and the fundamental theorem of calculus gives $\eta\arctan(R/\eta)$. In the code, `h` is the derivative and `integral_eq_sub_of_hasDerivAt` is the fundamental theorem. This Lorentzian has height 1. The line shape of unit area is $\eta/[\pi(x^2+\eta^2)]$, whose integral over $[0,R]$ is $\arctan(R/\eta)/\pi$.

```lean
/-- For continuous `f` with slope bound `L`, `R ≥ 0` and `η > 0`, the regularized integral differs
from the principal value by at most `2 L η arctan(R/η)`. -/
theorem error_bound {f : ℝ → ℝ} {R L η : ℝ} (hf : Continuous f) (hR : 0 ≤ R)
    (hη : 0 < η) (hL : OddSlopeBound f R L) :
    |principalValue f R - regularized f R η| ≤ 2 * L * (η * Real.arctan (R / η)) := by
  have hc : Continuous fun x : ℝ => 2 * L * (η ^ 2 / (x ^ 2 + η ^ 2)) :=
    continuous_const.mul
      (Continuous.div (by fun_prop) (by fun_prop) (fun x => by positivity))
  rw [error_formula hf hR hη hL, ← lorentzian_area R hη,
    ← intervalIntegral.integral_const_mul, ← Real.norm_eq_abs]
  refine intervalIntegral.norm_integral_le_of_norm_le hR
    (Eventually.of_forall fun x hx => ?_) (hc.intervalIntegrable _ _)
  rw [norm_mul, Real.norm_of_nonneg (show 0 ≤ η ^ 2 / (x ^ 2 + η ^ 2) by positivity)]
  exact mul_le_mul_of_nonneg_right ((quotient_regular hf hR hL).1 x hx) (by positivity)
```

Insert the bound $2L$ on the quotient into the error formula. The Lorentzian is nonnegative, so

$$|\text{error}|\le 2L\int_0^R\frac{\eta^2}{x^2+\eta^2}\,dx=2L\,\eta\arctan(R/\eta).$$

The `rw` line rewrites both sides as integrals, and `norm_integral_le_of_norm_le` compares them through their integrands. For a code that evaluates the real part of a Green's function or self-energy at finite $\eta$, this limits the broadening error, provided that the density is continuous with a slope bound and the window is finite and centred on the pole. A fixed frequency window is centred for only one value of $\omega$; for the others, the part left over after pairing $x$ with $-x$ adds an error that this bound does not cover. Errors of the frequency grid come on top.

```lean
/-- For `f(x) = x` and `η > 0` the regularization error is exactly `2 η arctan(R/η)`. -/
theorem error_linear {R η : ℝ} (hR : 0 ≤ R) (hη : 0 < η) :
    principalValue (fun x => x) R - regularized (fun x => x) R η =
      2 * (η * Real.arctan (R / η)) := by
  have hb : OddSlopeBound (fun x => x) R 1 := by
    intro x hx
    change |x - -x| ≤ 2 * 1 * x
    rw [abs_of_nonneg (by linarith [hx.1])]
    linarith
  rw [error_formula continuous_id' hR hη hb, ← lorentzian_area R hη,
    ← intervalIntegral.integral_const_mul]
  refine intervalIntegral.integral_congr_ae (Eventually.of_forall fun x hx => ?_)
  rw [Set.uIoc_of_le hR] at hx
  have e : (x - -x) / x = 2 := by
    rw [div_eq_iff hx.1.ne']
    ring
  change (x - -x) / x * (η ^ 2 / (x ^ 2 + η ^ 2)) = 2 * (η ^ 2 / (x ^ 2 + η ^ 2))
  rw [e]
```

For $f(x)=x$ one may take $L=1$, and the quotient is $(x-(-x))/x=2$ throughout $(0,R]$. The error is then exactly $2\eta\arctan(R/\eta)$, which equals the general bound. When $R>0$ this behaves like $\pi\eta$ for small $\eta$. The function $x$ is negative for $x<0$ and so is not itself a spectral density, but $x+R$ is nonnegative on the window and has the same error, because the constant $R$ drops out of both integrals. A decay faster than linear therefore cannot be promised for all densities. Some do better: for an even $f$ the error is zero.

## The limit η → 0⁺

```lean
/-- For continuously differentiable `f`, the integral of `x f(x) / (x² + η²)` over `[-R, R]`
tends, as `η → 0⁺`, to the integral of `(f(x) - f(-x)) / x` over `(0, R]`. -/
theorem regularized_tendsto {f : ℝ → ℝ} {R : ℝ} (hf : ContDiff ℝ 1 f) (hR : 0 ≤ R) :
    Tendsto (regularized f R) (𝓝[>] 0) (𝓝 (principalValue f R)) := by
  obtain ⟨L, hL0, hL⟩ := exists_oddSlopeBound hf R
  have hcont : Continuous fun η : ℝ => 2 * L * (η * (Real.pi / 2)) := by fun_prop
  rw [tendsto_iff_dist_tendsto_zero]
  refine squeeze_zero' (Eventually.of_forall fun _ => dist_nonneg) ?_
    ((hcont.tendsto' 0 0 (by simp)).mono_left nhdsWithin_le_nhds)
  filter_upwards [self_mem_nhdsWithin] with η hη
  have hη' : 0 < η := hη
  rw [dist_comm, Real.dist_eq]
  refine (error_bound hf.continuous hR hη' hL).trans ?_
  have ha := (Real.arctan_lt_pi_div_two (R / η)).le
  gcongr
```

`Tendsto g (𝓝[>] 0) (𝓝 a)` reads "$g(\eta)\to a$ as $\eta$ approaches 0 from above". The theorem therefore states

$$\lim_{\eta\to0^+}\int_{-R}^{R}\frac{x f(x)}{x^2+\eta^2}\,dx=\int_0^R\frac{f(x)-f(-x)}{x}\,dx$$

for every $R\ge0$; at $R=0$ both sides vanish.

By hand, take $L$ from the mean value argument and use $\arctan(R/\eta)<\pi/2$. The error is at most $\pi L\eta$, which tends to zero. In the proof, `squeeze_zero'` traps the distance to the limit between 0 and this bound, `filter_upwards` restricts attention to $\eta>0$, and `gcongr` inserts the estimate for the arctangent.

```lean
/-- Dispersive half of the Sokhotski-Plemelj formula: for continuously differentiable real
`f`, the real part of the integral of `f(x) / (x + iη)` over `[-R, R]` tends to the principal
value as `η → 0⁺`. -/
theorem sokhotski_plemelj_re {f : ℝ → ℝ} {R : ℝ} (hf : ContDiff ℝ 1 f) (hR : 0 ≤ R) :
    Tendsto (fun η : ℝ => (∫ x in (-R)..R, (f x : ℂ) / ((x : ℂ) + η * Complex.I)).re)
      (𝓝[>] 0) (𝓝 (principalValue f R)) := by
  refine (regularized_tendsto hf hR).congr' ?_
  filter_upwards [self_mem_nhdsWithin] with η hη
  have hη' : 0 < η := hη
  have hd : ∀ x : ℝ, (x : ℂ) + η * Complex.I ≠ 0 := fun x h =>
    hη'.ne' (by simpa using congrArg Complex.im h)
  have hc : Continuous fun x : ℝ => (f x : ℂ) / ((x : ℂ) + η * Complex.I) :=
    Continuous.div (Complex.continuous_ofReal.comp hf.continuous) (by fun_prop) hd
  -- the real part passes under the integral sign
  have h := Complex.reCLM.intervalIntegral_comp_comm
    (hc.intervalIntegrable (μ := volume) (-R) R)
  symm
  unfold regularized
  refine h.symm.trans (intervalIntegral.integral_congr fun x _ => ?_)
  change ((f x : ℂ) / ((x : ℂ) + η * Complex.I)).re = x * f x / (x ^ 2 + η ^ 2)
  rw [Complex.div_re, Complex.normSq_add_mul_I]
  simp [mul_comm]


end

end PrincipalValueLimit
```

The notation `(f x : ℂ)` means the real number $f(x)$ regarded as a complex one, and `.re` takes the real part. Since

$$\frac{f(x)}{x+i\eta}=\frac{f(x)\,(x-i\eta)}{x^2+\eta^2}$$

and $f$ is real, the real part of the integrand is $x f(x)/(x^2+\eta^2)$. Taking the real part commutes with integration, so for each $\eta>0$ the quantity in the theorem is `regularized f R η`, and the previous limit applies. `Complex.reCLM` is the real part as a continuous linear map, which is what lets it pass under the integral sign. `congr'` exchanges the two functions of $\eta$, which agree for $\eta>0$.

The sign $+i\eta$ is the retarded convention. The theorem concerns the dispersive part of the Green's function alone: the absorptive term $-i\pi f(0)$ of the Sokhotski–Plemelj formula lies in the imaginary part, about which it says nothing.

```lean
#print axioms PrincipalValueLimit.error_linear
#print axioms PrincipalValueLimit.sokhotski_plemelj_re
```

```
'PrincipalValueLimit.error_linear' depends on axioms: [propext, Classical.choice, Quot.sound]
'PrincipalValueLimit.sokhotski_plemelj_re' depends on axioms: [propext, Classical.choice, Quot.sound]
```

## The principal value as a limit of excised integrals

The principal value could also have been defined in the textbook manner, for $R>0$, as

$$\lim_{\varepsilon\to0^+}\left(\int_{-R}^{-\varepsilon}+\int_{\varepsilon}^{R}\right)\frac{f(x)}{x}\,dx .$$

The definition would then be the familiar one, but it would yield a number only after the limit had been shown to exist, and the main theorem would need that extra step. For continuously differentiable $f$ the value is the same. Reflecting the left piece turns the bracket into $\int_\varepsilon^R (f(x)-f(-x))/x\,dx$, which differs from the folded integral by at most $2L\varepsilon$. This comparison is an argument in prose, with no theorem in the code behind it.
